# Particle-mesh forces sum to zero for an odd kernel and equal spreading and interpolation weights

Place half of a charge \(q\) on grid site \(0\) and half on site \(g\), let a unit charge at site \(j\) produce the field \(K(i-j)\) at site \(i\), and read the field back with the same halves: the charge then acts on itself with the force \(\tfrac{q^2}{4}\,[\,2K(0)+K(g)+K(-g)\,]\). If \(K\) is odd this is zero, and the same cancellation makes the total force vanish for any number of particles and any weights, as long as each particle reads the field with the weights that spread its charge.

In Lean 4 with Mathlib:

```lean
import Mathlib

open Finset

namespace ParticleMeshMomentum

noncomputable section

variable {G P E : Type*} [AddCommGroup G] [Fintype G] [AddCommGroup E] [Module ℝ E]

/-- The mesh charge at site `j`: every particle `a` deposits the share `S a j` of its
charge `q a` there. -/
def meshCharge [Fintype P] (q : P → ℝ) (S : P → G → ℝ) (j : G) : ℝ :=
  ∑ a, q a * S a j

/-- The mesh field at site `i`: the convolution of the mesh charge `ρ` with the
vector-valued kernel `K`. -/
def meshField (K : G → E) (ρ : G → ℝ) (i : G) : E :=
  ∑ j, ρ j • K (i - j)

/-- The particle-mesh force on particle `a`, when charges are spread with the weights `S`
and the mesh field is interpolated back with the weights `W`. -/
def force [Fintype P] (K : G → E) (q : P → ℝ) (S W : P → G → ℝ) (a : P) : E :=
  q a • ∑ i, W a i • meshField K (meshCharge q S) i

/-- The force that particle `b` exerts on particle `a` through the mesh, with the same
weights `W` for spreading and interpolation. -/
def pairForce (K : G → E) (q : P → ℝ) (W : P → G → ℝ) (a b : P) : E :=
  (q a * q b) • ∑ i, ∑ j, (W a i * W b j) • K (i - j)

/-- With equal spreading and interpolation weights, the particle-mesh force on a particle is
the sum of the pair forces from all particles, itself included. -/
theorem force_eq_sum_pairForce [Fintype P] (K : G → E) (q : P → ℝ) (W : P → G → ℝ) (a : P) :
    force K q W W a = ∑ b, pairForce K q W a b := by
  simp only [force, meshField, meshCharge, pairForce, Finset.smul_sum, Finset.sum_smul,
    smul_smul]
  -- bring the sum over source particles inside the two grid sums
  symm
  refine Finset.sum_comm.trans (Finset.sum_congr rfl fun i _ => ?_)
  refine Finset.sum_comm.trans (Finset.sum_congr rfl fun j _ => ?_)
  refine Finset.sum_congr rfl fun b _ => ?_
  congr 1
  ring

/-- Newton's third law on the mesh: for an odd kernel and equal spreading and interpolation weights,
the force of `b` on `a` is opposite to the force of `a` on `b`. -/
theorem pairForce_antisymm (K : G → E) (hK : ∀ i, K (-i) = -K i)
    (q : P → ℝ) (W : P → G → ℝ) (a b : P) :
    pairForce K q W a b = -pairForce K q W b a := by
  -- exchange the two grid sums and reverse the separation
  have h : ∑ i, ∑ j, (W a i * W b j) • K (i - j)
      = -∑ i, ∑ j, (W b i * W a j) • K (i - j) := by
    rw [← Finset.sum_neg_distrib]
    refine Finset.sum_comm.trans (Finset.sum_congr rfl fun j _ => ?_)
    rw [← Finset.sum_neg_distrib]
    refine Finset.sum_congr rfl fun i _ => ?_
    rw [← neg_sub j i, hK, smul_neg, mul_comm (W a i) (W b j)]
  unfold pairForce
  rw [h, smul_neg, mul_comm (q a) (q b)]

/-- For an odd kernel, no particle exerts a force on itself through the mesh when spreading
and interpolation use the same weights. -/
theorem self_force_eq_zero (K : G → E) (hK : ∀ i, K (-i) = -K i)
    (q : P → ℝ) (W : P → G → ℝ) (a : P) : pairForce K q W a a = 0 := by
  have h := pairForce_antisymm K hK q W a a
  linear_combination (norm := module) (1 / 2 : ℝ) • h

/-- For an odd kernel and equal spreading and interpolation weights, the particle-mesh forces
on all particles sum to zero. -/
theorem total_force_eq_zero [Fintype P] (K : G → E) (hK : ∀ i, K (-i) = -K i)
    (q : P → ℝ) (W : P → G → ℝ) : ∑ a, force K q W W a = 0 := by
  simp only [force_eq_sum_pairForce]
  -- relabelling the particles shows that the total force is its own negative
  have h : ∑ a, ∑ b, pairForce K q W a b = -∑ a, ∑ b, pairForce K q W a b := by
    calc ∑ a, ∑ b, pairForce K q W a b
        = ∑ a, ∑ b, -pairForce K q W b a :=
          Finset.sum_congr rfl fun a _ => Finset.sum_congr rfl fun b _ =>
            pairForce_antisymm K hK q W a b
      _ = -∑ a, ∑ b, pairForce K q W b a := by simp only [Finset.sum_neg_distrib]
      _ = -∑ a, ∑ b, pairForce K q W a b := congrArg Neg.neg Finset.sum_comm
  linear_combination (norm := module) (1 / 2 : ℝ) • h

/-- A momentum kick of duration `τ` with the particle-mesh forces conserves the total
momentum, for an odd kernel and equal spreading and interpolation weights. -/
theorem kick_conserves_momentum [Fintype P] (K : G → E) (hK : ∀ i, K (-i) = -K i)
    (q : P → ℝ) (W : P → G → ℝ) (p : P → E) (τ : ℝ) :
    ∑ a, (p a + τ • force K q W W a) = ∑ a, p a := by
  rw [Finset.sum_add_distrib, ← Finset.smul_sum, total_force_eq_zero K hK, smul_zero, add_zero]

/-- A kernel is odd exactly when a unit charge feels no self-force for every choice of nonnegative
weights that sum to one and serve for both spreading and interpolation. -/
theorem odd_iff_no_self_force (K : G → E) :
    (∀ i, K (-i) = -K i) ↔
      ∀ w : G → ℝ, (∀ i, 0 ≤ w i) → ∑ i, w i = 1 →
        pairForce K (fun _ : Unit => 1) (fun _ => w) () () = 0 := by
  classical
  refine ⟨fun hK w _ _ => self_force_eq_zero K hK _ _ _, fun h => ?_⟩
  -- share the unit charge equally between the sites 0 and g
  have key : ∀ g, K 0 + K 0 + K g + K (-g) = 0 := by
    intro g
    obtain ⟨w, hw⟩ : ∃ w : G → ℝ, w = fun i =>
        (if i = 0 then (1 / 2 : ℝ) else 0) + (if i = g then (1 / 2 : ℝ) else 0) := ⟨_, rfl⟩
    have hpos : ∀ i, 0 ≤ w i := by
      intro i
      simp only [hw]
      split_ifs <;> norm_num
    have hsum : ∑ i, w i = 1 := by
      simp only [hw, Finset.sum_add_distrib, Finset.sum_ite_eq', Finset.mem_univ, if_true]
      norm_num
    have hs : ∀ f : G → E, ∑ i, w i • f i = (1 / 2 : ℝ) • f 0 + (1 / 2 : ℝ) • f g := by
      intro f
      simp only [hw, add_smul, Finset.sum_add_distrib, ite_smul, zero_smul,
        Finset.sum_ite_eq', Finset.mem_univ, if_true]
    have h0 := h w hpos hsum
    simp only [pairForce, mul_smul, one_smul, ← Finset.smul_sum, hs] at h0
    simp only [sub_self, sub_zero, zero_sub] at h0
    linear_combination (norm := module) (4 : ℝ) • h0
  have k0 : K 0 = 0 := by
    have h1 := key 0
    rw [neg_zero] at h1
    linear_combination (norm := module) (1 / 4 : ℝ) • h1
  intro g
  linear_combination (norm := module) key g - (2 : ℝ) • k0

/-- Equal weights matter: a single nonzero charge that is spread to site `j` but reads the
field at site `i` feels a nonzero self-force whenever the kernel is nonzero at `i - j`. -/
theorem mismatched_weights_self_force [DecidableEq G] (K : G → E) (q : ℝ) (hq : q ≠ 0)
    (i j : G) (hK : K (i - j) ≠ 0) :
    force K (fun _ : Unit => q) (fun _ => Pi.single j 1) (fun _ => Pi.single i 1) () ≠ 0 := by
  have h : force K (fun _ : Unit => q) (fun _ => Pi.single j 1) (fun _ => Pi.single i 1) ()
      = (q * q) • K (i - j) := by
    simp [force, meshField, meshCharge, Pi.single_apply, ite_smul, smul_smul]
  rw [h]
  exact smul_ne_zero (mul_ne_zero hq hq) hK

end

end ParticleMeshMomentum
```

```lean
#print axioms ParticleMeshMomentum.total_force_eq_zero
#print axioms ParticleMeshMomentum.kick_conserves_momentum
#print axioms ParticleMeshMomentum.odd_iff_no_self_force
#print axioms ParticleMeshMomentum.mismatched_weights_self_force
```

```
'ParticleMeshMomentum.total_force_eq_zero' depends on axioms: [propext, Classical.choice, Quot.sound]
'ParticleMeshMomentum.kick_conserves_momentum' depends on axioms: [propext, Classical.choice, Quot.sound]
'ParticleMeshMomentum.odd_iff_no_self_force' depends on axioms: [propext, Classical.choice, Quot.sound]
'ParticleMeshMomentum.mismatched_weights_self_force' depends on axioms: [propext, Classical.choice, Quot.sound]
```

## From charges to forces in three sums

The grid is a finite abelian group \(G\), for instance \(\mathbb Z/N_1\times\mathbb Z/N_2\times\mathbb Z/N_3\) for a periodic box, so \(i-j\) is a separation with periodic wrapping. Forces take values in a real vector space \(E\), usually \(\mathbb R^3\). Particle \(a\) has charge \(q_a\), spreading weights \(S_a(j)\) and interpolation weights \(W_a(i)\). The definitions `meshCharge`, `meshField` and `force` are

\[
\rho(j)=\sum_a q_a S_a(j),\qquad
e(i)=\sum_j \rho(j)\,K(i-j),\qquad
F_a=q_a\sum_i W_a(i)\,e(i).
\]

Particle positions enter only through the weights. In a B-spline scheme these are products of one-dimensional spline values, one for each axis, at the coordinate differences between the particle and nearby sites, but the momentum theorems accept any real weights, with no condition on sign or normalisation. Physical prefactors are absorbed into \(K\).

Two hypotheses carry the physics. The first, `hK`, says \(K(-i)=-K(i)\): reversing the separation reverses the field, as for the gradient of an even potential. It is assumed of the kernel, not derived from a Poisson solver. The second is visible in the expression `force K q W W a`, where the same `W` fills both the spreading and the interpolation slot.

## Opposite pair forces

Set \(S=W\) and insert the first two sums into the third. By linearity,

\[
F_a=\sum_b f_{ab},\qquad
f_{ab}=q_aq_b\sum_i\sum_j W_a(i)\,W_b(j)\,K(i-j).
\]

Here \(f_{ab}\), `pairForce` in the code, is the force of \(b\) on \(a\), and the sum includes \(b=a\). This is `force_eq_sum_pairForce`; its proof expands everything and moves the sum over \(b\) inside the two grid sums with `Finset.sum_comm`.

Now exchange the names \(i\) and \(j\), then use oddness:

\[
f_{ab}=q_aq_b\sum_i\sum_j W_a(j)\,W_b(i)\,K(j-i)
=-q_bq_a\sum_i\sum_j W_b(i)\,W_a(j)\,K(i-j)=-f_{ba}.
\]

The theorem `pairForce_antisymm` does the same: `Finset.sum_comm` exchanges the grid sums, and rewriting with `neg_sub` and `hK` reverses the separation. This is Newton's third law in its weak form. The two forces are opposite, but nothing makes them point along the line joining the particles, so angular momentum is not covered.

## Self-force, total force and momentum

For \(b=a\) the relation reads \(f_{aa}=-f_{aa}\). Hence \(2f_{aa}=0\), and in a real vector space \(f_{aa}=0\). In `self_force_eq_zero` the division by two is the factor `(1 / 2 : ℝ)` given to `linear_combination`.

The total force is also its own negative:

\[
\sum_a F_a=\sum_a\sum_b f_{ab}=-\sum_a\sum_b f_{ba}=-\sum_a\sum_b f_{ab}.
\]

The last equality only relabels the particles. It appears in `total_force_eq_zero` as the final line of the `calc` block, and halving again gives \(\sum_a F_a=0\).

A kick of duration \(\tau\) changes each momentum \(p_a\) to \(p_a+\tau F_a\). Summing over particles gives

\[
\sum_a(p_a+\tau F_a)=\sum_a p_a+\tau\sum_a F_a=\sum_a p_a,
\]

which is `kick_conserves_momentum`. It concerns a single kick with the forces evaluated at one fixed configuration.

## Two particles on four sites

Take \(G=\mathbb Z/4\) and \(E=\mathbb R\), with \(K(0)=0\), \(K(1)=1\), \(K(2)=0\), \(K(3)=-1\). Since \(3=-1\) on this grid, \(K\) is odd. Let

- particle 1 have charge \(2\), with weight \(\tfrac34\) on site 0 and \(\tfrac14\) on site 1;
- particle 2 have charge \(-1\), with weight \(\tfrac12\) on site 1 and \(\tfrac12\) on site 2.

The mesh charges on sites 0 to 3 are \(\rho=(\tfrac32,\,0,\,-\tfrac12,\,0)\). For this kernel \(e(i)=\rho(i-1)-\rho(i+1)\), which gives \(e=(0,\,2,\,0,\,-2)\). Therefore

\[
F_1=2\left(\tfrac34\cdot 0+\tfrac14\cdot 2\right)=1,\qquad
F_2=-\left(\tfrac12\cdot 2+\tfrac12\cdot 0\right)=-1,
\]

and the sum is zero. If particle 1 is spread as before but reads the field only at site 0, its force becomes \(0\) while \(F_2\) stays \(-1\), and the pair gains momentum from the grid.

## What happens without oddness or equal weights

The theorem `odd_iff_no_self_force` shows that oddness is necessary as well as sufficient if a unit charge is to feel no self-force for every nonnegative weight function with sum one, used for both spreading and interpolation. For the converse, share the charge equally between \(0\) and \(g\). The self-force is then a quarter of \(2K(0)+K(g)+K(-g)\), so

\[
2K(0)+K(g)+K(-g)=0\quad\text{for every } g.
\]

The choice \(g=0\) puts the whole charge on one site and gives \(4K(0)=0\). With \(K(0)=0\), what remains is \(K(-g)=-K(g)\). In the proof the displayed identity is `key`, and \(K(0)=0\) is `k0`. The converse uses weights shared between arbitrarily distant sites; it does not say that the absence of self-forces for one particular spline stencil would force \(K\) to be odd.

The theorem `mismatched_weights_self_force` treats unequal weights. A single charge \(q\) is spread entirely to site \(j\) and reads the field entirely at site \(i\); `Pi.single` denotes such a one-site weight. All sums collapse to \(F=q^2K(i-j)\), which is nonzero whenever \(q\neq0\) and \(K(i-j)\neq0\). This exhibits a failure for one-site weights, and does not claim that every mismatch produces a net force.

## The mesh part of a PME or P3M step

For simulation practice, the result says that the mesh part of a particle-mesh calculation adds no net momentum, provided that the field is a convolution with an odd real kernel and is interpolated with the spreading weights.

A code with Fourier-space differentiation, often called ik-differentiation, fits this pattern. It spreads the charges, applies a fast Fourier transform, multiplies by a real, even influence function and by \(-\mathrm i\mathbf k\), transforms back to obtain the field components on the grid, and interpolates them with the same splines. On a grid with an even number of points along an axis, setting the derivative factor for that axis to zero at its Nyquist frequency keeps the factor odd: that frequency is its own negative, and an odd function vanishes there.

Smooth PME with analytic differentiation works differently. It interpolates a potential with the derivatives of the splines, so the gathering weights are not the spreading weights and the theorem does not apply. Such codes can show a small net force, which some of them subtract.

The theorems assume exact real arithmetic; in floating point the total force is zero only up to rounding. They also say nothing about how accurately the mesh forces approximate Coulomb forces: a coarse grid can conserve momentum and still give poor trajectories.
